# For an odd number of Majorana generators, every real antisymmetric quadratic form commutes with a normalised real mode

Bringing the coupling matrix of a non-interacting Majorana Hamiltonian to 2×2 blocks always leaves one mode over when the number of Majorana operators is odd. The file below proves that such a mode exists, with real amplitudes and square one, and that it commutes with the quadratic form.

```lean
import Mathlib

open Matrix

namespace UnpairedMajorana

noncomputable section

variable {ι R : Type*} [Fintype ι] [DecidableEq ι] [Ring R] [Algebra ℝ R]

/-- Majorana generators: each squares to one and different ones anticommute. -/
def IsMajorana {ι R : Type*} [DecidableEq ι] [Ring R] [Algebra ℝ R] (g : ι → R) : Prop :=
  ∀ a b, g a * g b + g b * g a = (if a = b then (2 : ℝ) else 0) • (1 : R)

/-- The Majorana mode `g(u) = ∑ u_a g_a` with real amplitudes `u`. -/
def mode {ι R : Type*} [Fintype ι] [Ring R] [Algebra ℝ R] (g : ι → R) (u : ι → ℝ) : R :=
  ∑ a, u a • g a

/-- The quadratic form `∑ A_jk g_j g_k` in the Majorana generators. -/
def quad {ι R : Type*} [Fintype ι] [Ring R] [Algebra ℝ R] (g : ι → R)
    (A : Matrix ι ι ℝ) : R :=
  ∑ j, ∑ k, A j k • (g j * g k)

/-- The anticommutator of two Majorana modes is twice the overlap of their amplitudes. -/
theorem mode_anticomm {g : ι → R} (hg : IsMajorana g) (u w : ι → ℝ) :
    mode g u * mode g w + mode g w * mode g u = (2 * (u ⬝ᵥ w)) • (1 : R) := by
  have hg' : ∀ a b, g a * g b + g b * g a = (if a = b then (2 : ℝ) else 0) • (1 : R) := hg
  have h1 : mode g u * mode g w = ∑ a, ∑ b, (u a * w b) • (g a * g b) := by
    simp only [mode, Finset.sum_mul_sum, smul_mul_smul_comm]
  have h2 : mode g w * mode g u = ∑ a, ∑ b, (u a * w b) • (g b * g a) := by
    unfold mode
    rw [Finset.sum_mul_sum, Finset.sum_comm]
    refine Finset.sum_congr rfl fun a _ => Finset.sum_congr rfl fun b _ => ?_
    rw [smul_mul_smul_comm, mul_comm (w b)]
  rw [h1, h2]
  -- pair the terms and insert the Clifford relation
  simp only [← Finset.sum_add_distrib, ← smul_add, hg', smul_smul, ← Finset.sum_smul]
  congr 1
  simp only [mul_ite, mul_zero, Finset.sum_ite_eq, Finset.mem_univ, if_true, dotProduct,
    Finset.mul_sum]
  exact Finset.sum_congr rfl fun a _ => by ring

/-- For antisymmetric `A`, the commutator of the quadratic form with the mode of amplitudes `u` is
again a mode, with amplitudes `4 A u`. -/
theorem quad_commutator {g : ι → R} (hg : IsMajorana g) {A : Matrix ι ι ℝ}
    (hA : Aᵀ = -A) (u : ι → ℝ) :
    quad g A * mode g u - mode g u * quad g A = (4 : ℝ) • mode g (A *ᵥ u) := by
  have hA' : ∀ j k, A j k = -A k j := fun j k => congrFun (congrFun hA k) j
  have h : ∀ a, g a * mode g u + mode g u * g a = (2 * u a) • (1 : R) := by
    intro a
    have hs : mode g (Pi.single a 1) = g a := by
      simp [mode, Pi.single_apply]
    have := mode_anticomm hg (Pi.single a 1) u
    rw [hs] at this
    simpa using this
  -- move the mode through a pair of generators
  have hterm : ∀ j k, g j * g k * mode g u - mode g u * (g j * g k)
      = (2 * u k) • g j - (2 * u j) • g k := by
    intro j k
    calc g j * g k * mode g u - mode g u * (g j * g k)
        = g j * (g k * mode g u + mode g u * g k)
          - (g j * mode g u + mode g u * g j) * g k := by noncomm_ring
      _ = _ := by rw [h, h, mul_smul_comm, smul_mul_assoc, mul_one, one_mul]
  have e0 : quad g A * mode g u - mode g u * quad g A
      = ∑ j, ∑ k, A j k • ((2 * u k) • g j - (2 * u j) • g k) := by
    simp only [quad, Finset.sum_mul, Finset.mul_sum, smul_mul_assoc, mul_smul_comm,
      ← Finset.sum_sub_distrib, ← smul_sub, hterm]
  have e1 : ∑ j, ∑ k, A j k • (2 * u k) • g j = (2 : ℝ) • mode g (A *ᵥ u) := by
    simp only [mode, mulVec, dotProduct, Finset.smul_sum, Finset.sum_smul, smul_smul]
    refine Finset.sum_congr rfl fun j _ => Finset.sum_congr rfl fun k _ => ?_
    congr 1
    ring
  -- antisymmetry makes the second half equal to the first
  have e2 : ∑ j, ∑ k, A j k • (2 * u j) • g k = -∑ j, ∑ k, A j k • (2 * u k) • g j := by
    rw [Finset.sum_comm]
    simp only [← Finset.sum_neg_distrib]
    refine Finset.sum_congr rfl fun j _ => Finset.sum_congr rfl fun k _ => ?_
    rw [hA' k j, neg_smul]
  rw [e0]
  simp only [smul_sub, Finset.sum_sub_distrib]
  rw [e2, e1]
  module

/-- For antisymmetric `A` and a nontrivial algebra, a mode commutes with the quadratic form exactly
when `A` annihilates its amplitudes. -/
theorem commute_iff [Nontrivial R] {g : ι → R} (hg : IsMajorana g) {A : Matrix ι ι ℝ}
    (hA : Aᵀ = -A) (u : ι → ℝ) :
    Commute (quad g A) (mode g u) ↔ A *ᵥ u = 0 := by
  have hc := quad_commutator hg hA u
  constructor
  · intro h
    rw [sub_eq_zero.mpr h.eq] at hc
    have h0 : mode g (A *ᵥ u) = 0 :=
      (smul_eq_zero.mp hc.symm).resolve_left (by norm_num)
    -- a vanishing mode has vanishing square, hence vanishing amplitudes
    have hs := mode_anticomm hg (A *ᵥ u) (A *ᵥ u)
    rw [h0, mul_zero, add_zero] at hs
    have h2 := (smul_eq_zero.mp hs.symm).resolve_right one_ne_zero
    exact dotProduct_self_eq_zero.mp (by linarith)
  · intro h
    rw [h] at hc
    exact sub_eq_zero.mp (hc.trans (by simp [mode]))

/-- If `A` is antisymmetric and `det A = 0`, some mode with unit amplitude vector squares to one and
commutes with the quadratic form. -/
theorem exists_mode_of_det_eq_zero {g : ι → R} (hg : IsMajorana g) {A : Matrix ι ι ℝ}
    (hA : Aᵀ = -A) (hdet : A.det = 0) :
    ∃ u : ι → ℝ, u ⬝ᵥ u = 1 ∧ mode g u * mode g u = 1 ∧ Commute (quad g A) (mode g u) := by
  obtain ⟨v, hv, hAv⟩ := Matrix.exists_mulVec_eq_zero_iff.mpr hdet
  have hne : v ⬝ᵥ v ≠ 0 := fun h => hv (dotProduct_self_eq_zero.mp h)
  have hnn : 0 ≤ v ⬝ᵥ v := Finset.sum_nonneg fun i _ => mul_self_nonneg (v i)
  have hsq : √(v ⬝ᵥ v) * √(v ⬝ᵥ v) = v ⬝ᵥ v := Real.mul_self_sqrt hnn
  -- normalise the kernel vector
  have hu : ((√(v ⬝ᵥ v))⁻¹ • v) ⬝ᵥ ((√(v ⬝ᵥ v))⁻¹ • v) = 1 := by
    rw [smul_dotProduct, dotProduct_smul, smul_eq_mul, smul_eq_mul, ← mul_assoc,
      ← mul_inv, hsq, inv_mul_cancel₀ hne]
  refine ⟨(√(v ⬝ᵥ v))⁻¹ • v, hu, ?_, ?_⟩
  · have h := mode_anticomm hg ((√(v ⬝ᵥ v))⁻¹ • v) ((√(v ⬝ᵥ v))⁻¹ • v)
    rw [hu, mul_one, ← two_smul ℝ (mode g _ * mode g _)] at h
    exact smul_right_injective R (two_ne_zero : (2 : ℝ) ≠ 0) h
  · have hc := quad_commutator hg hA ((√(v ⬝ᵥ v))⁻¹ • v)
    rw [Matrix.mulVec_smul, hAv, smul_zero] at hc
    exact sub_eq_zero.mp (hc.trans (by simp [mode]))

/-- Unpaired zero mode: for an odd number of Majorana generators and any real antisymmetric `A`,
some mode with unit amplitude vector squares to one and commutes with `∑ A_jk g_j g_k`. -/
theorem unpaired_zero_mode {g : ι → R} (hg : IsMajorana g) (hodd : Odd (Fintype.card ι))
    {A : Matrix ι ι ℝ} (hA : Aᵀ = -A) :
    ∃ u : ι → ℝ, u ⬝ᵥ u = 1 ∧ mode g u * mode g u = 1 ∧ Commute (quad g A) (mode g u) := by
  refine exists_mode_of_det_eq_zero hg hA ?_
  -- transposition flips the sign of an odd antisymmetric determinant
  have h := Matrix.det_transpose A
  rw [hA, Matrix.det_neg, hodd.neg_one_pow] at h
  linarith

/-- For antisymmetric `A` and any number of generators in a nontrivial algebra, a commuting mode
with unit amplitude vector exists exactly when `det A = 0`. -/
theorem exists_zero_mode_iff [Nontrivial R] {g : ι → R} (hg : IsMajorana g)
    {A : Matrix ι ι ℝ} (hA : Aᵀ = -A) :
    (∃ u : ι → ℝ, u ⬝ᵥ u = 1 ∧ Commute (quad g A) (mode g u)) ↔ A.det = 0 := by
  constructor
  · rintro ⟨u, hu, hc⟩
    refine Matrix.exists_mulVec_eq_zero_iff.mp ⟨u, ?_, (commute_iff hg hA u).mp hc⟩
    rintro rfl
    simp at hu
  · intro h
    obtain ⟨u, hu, -, hc⟩ := exists_mode_of_det_eq_zero hg hA h
    exact ⟨u, hu, hc⟩

/-- In a chain of three Majoranas with neighbour couplings `a` and `b`, the mode
`b g_0 + a g_2` commutes with the quadratic form. -/
theorem three_site_zero_mode {g : Fin 3 → R} (hg : IsMajorana g) (a b : ℝ) :
    Commute (quad g !![0, a, 0; -a, 0, b; 0, -b, 0]) (mode g ![b, 0, a]) := by
  have hA : (!![0, a, 0; -a, 0, b; 0, -b, 0] : Matrix (Fin 3) (Fin 3) ℝ)ᵀ
      = -!![0, a, 0; -a, 0, b; 0, -b, 0] := by
    ext i j
    fin_cases i <;> fin_cases j <;> simp
  have hk : (!![0, a, 0; -a, 0, b; 0, -b, 0] : Matrix (Fin 3) (Fin 3) ℝ) *ᵥ ![b, 0, a] = 0 := by
    ext i
    fin_cases i <;> simp [Matrix.mulVec, dotProduct, Fin.sum_univ_succ]
    ring
  have hc := quad_commutator hg hA ![b, 0, a]
  rw [hk] at hc
  exact sub_eq_zero.mp (hc.trans (by simp [mode]))

/-- The three Pauli matrices. -/
def pauli : Fin 3 → Matrix (Fin 2) (Fin 2) ℂ :=
  ![!![0, 1; 1, 0], !![0, -Complex.I; Complex.I, 0], !![1, 0; 0, -1]]

/-- The three Pauli matrices are Majorana generators. -/
theorem isMajorana_witness : IsMajorana pauli := by
  intro a b
  fin_cases a <;> fin_cases b <;> ext i j <;> fin_cases i <;> fin_cases j <;>
    simp [pauli] <;> norm_num

end

end UnpairedMajorana
```

## Generators, modes and the quadratic form

The generators g_a are labelled by a finite index type `ι`, and their number n is `Fintype.card ι`. They live in a ring `R` that is also an algebra over the real numbers. The predicate `IsMajorana g` is the relation

g_a g_b + g_b g_a = 2δ_ab.

This fixes the normalisation g_a² = 1; some texts use g_a² = 1/2 instead. A real amplitude vector u defines the mode

g(u) = Σ_a u_a g_a,

written `mode g u`. A real matrix A defines

H = Σ_jk A_jk g_j g_k,

written `quad g A`. The sum runs over all ordered pairs, so for antisymmetric A each unordered pair contributes twice.

The main theorem, `unpaired_zero_mode`, has three hypotheses: the generators satisfy the Majorana relation, n is odd, and `Aᵀ = -A`. It concludes that there is a real vector u with three properties: u·u = 1 (`u ⬝ᵥ u = 1`), g(u)² = 1, and g(u) commutes with H (`Commute (quad g A) (mode g u)`).

A second theorem, `exists_zero_mode_iff`, allows any n. If 1 ≠ 0 in the algebra (`Nontrivial R`), a commuting mode with unit amplitude vector exists exactly when det A = 0.

## Zero energy in a free Majorana model

No imaginary unit appears in H, because the algebra is only required to be real. With Hermitian generators in a complex operator algebra and antisymmetric A, H is anti-Hermitian, and a common form of the physical Hamiltonian is (i/4)H. The factor i/4 does not affect which operators commute with it. A commuting mode is therefore a constant of the motion, and acting with it costs no energy.

For non-interacting models with an odd number of Majorana operators, this makes the zero eigenvalue of iA a consequence of the matrix size and not of tuned couplings. A numerical diagonalisation should reproduce it up to rounding error.

The name "unpaired zero mode" also recalls the Majorana modes at the ends of a topological superconducting wire. The theorem concerns algebra alone: it says nothing about where the amplitudes sit, about an energy gap, or about interactions. It does not claim that the mode is unique, and it does not by itself give a degenerate many-body spectrum. The generators are given abstractly, with no Hermitian conjugation and no Hilbert space.

## The anticommutator of two modes

For two real amplitude vectors u and w, expand both products and collect terms with the same coefficient:

g(u)g(w) + g(w)g(u) = Σ_ab u_a w_b (g_a g_b + g_b g_a) = 2 Σ_a u_a w_a = 2(u·w).

Setting w = u gives g(u)² = u·u, so a unit amplitude vector gives a mode that squares to one.

In `mode_anticomm`, the equations `h1` and `h2` are the two expansions. The second exchanges the order of summation so that the coefficients match. The Majorana relation is then inserted, and the Kronecker delta removes one sum.

## The commutator multiplies the amplitudes by 4A

Choosing the first vector to be the unit vector along a gives

g_a g(u) + g(u) g_a = 2u_a.

To move g(u) through a pair of generators, add and subtract g_j g(u) g_k:

g_j g_k g(u) − g(u) g_j g_k
= g_j (g_k g(u) + g(u) g_k) − (g_j g(u) + g(u) g_j) g_k
= 2u_k g_j − 2u_j g_k.

Multiply by A_jk and sum:

[H, g(u)] = 2 Σ_jk A_jk u_k g_j − 2 Σ_jk A_jk u_j g_k.

The first term is 2g(Au). In the second, exchange the names j and k and use A_kj = −A_jk:

Σ_jk A_jk u_j g_k = Σ_jk A_kj u_k g_j = −g(Au).

The two contributions add up to

[H, g(u)] = 4g(Au).

For the physical Hamiltonian (i/4)H the right-hand side becomes i g(Au), so the many-body commutator reduces to an n×n matrix acting on amplitudes.

The lemma `quad_commutator` follows this calculation. Its `h` is the anticommutator with a single generator, obtained with `Pi.single a 1` as the unit vector. In `hterm`, `noncomm_ring` verifies the rearrangement without exchanging any factors. The equation `e1` identifies the first sum, `e2` uses antisymmetry for the second, and `module` adds them.

## From a kernel vector to a normalised mode

If Au = 0, the commutator formula shows at once that g(u) commutes with H. Conversely, if g(u) commutes with H, then g(Au) = 0. Squaring this mode gives (Au)·(Au) = 0 in an algebra where 1 ≠ 0, and a real vector of zero length is zero. Hence Au = 0. This equivalence is `commute_iff`.

Now suppose det A = 0. There is a nonzero real vector v with Av = 0. Since v is real, v·v > 0, and we may set

u = v/√(v·v).

Then u·u = 1 and Au = 0, so g(u)² = 1 and [H, g(u)] = 0.

The theorem `exists_mode_of_det_eq_zero` takes v from `Matrix.exists_mulVec_eq_zero_iff` and proves the normalisation in `hu`. It then applies the anticommutator lemma for the square and the commutator lemma for the commutation. Neither step needs a nontrivial algebra.

It remains to see why the determinant vanishes for odd n. Transposition leaves a determinant unchanged, while reversing the sign of an n×n matrix multiplies it by (−1)^n. Therefore

det A = det Aᵀ = det(−A) = (−1)^n det A = −det A,

and det A = 0. In `unpaired_zero_mode`, `Matrix.det_transpose`, `Matrix.det_neg` and `hodd.neg_one_pow` supply these equalities, and `linarith` draws the conclusion.

For `exists_zero_mode_iff`, one direction is the construction just given. In the other, a commuting unit mode has Au = 0 by `commute_iff`. Its amplitude vector is nonzero because u·u = 1, so A is singular.

## One generator, and a chain of three

The smallest odd case is n = 1. Antisymmetry forces the only entry of A to vanish, so H = 0 and g_0 itself is the unpaired mode.

With n = 3, take a chain with real couplings a between sites 0 and 1 and b between sites 1 and 2. Here a and b are numbers, no longer indices. The matrix has A_01 = a and A_12 = b, with the opposite signs below the diagonal, and the vector (b, 0, a) lies in its kernel. The only row that needs a cancellation is the middle one:

−a·b + b·a = 0.

The theorem `three_site_zero_mode` therefore states that b g_0 + a g_2 commutes with H. This mode is not normalised. Unless both couplings vanish, the unit amplitude vector is

(b, 0, a)/√(a² + b²).

If a = 0 and b ≠ 0, site 0 is decoupled and the mode is g_0 up to sign. If both couplings vanish, H = 0 and every mode commutes with it. The Lean proof checks the antisymmetry and the kernel equation entry by entry, then applies `quad_commutator`.

The Pauli matrices provide a concrete set of three generators, and `isMajorana_witness` verifies their relations by checking all entries. With g_0 = σ_x, g_1 = σ_y and g_2 = σ_z, the chain becomes

H = 2i(b σ_x + a σ_z).

The physical Hamiltonian (i/4)H is then that of a spin in a field, and the commuting mode is proportional to the spin component along the field. For nonzero field its two energy levels are distinct, so the Majorana relation and a commuting mode do not alone imply a degeneracy. This rests on the 2×2 representation: there σ_x σ_y σ_z = i, so no nonzero operator anticommutes with all three generators. In a fermionic Fock space the parity operator anticommutes with every generator and commutes with H. A normalised zero mode then maps each eigenstate of definite parity to one of equal energy and opposite parity, and every level is degenerate.

## Even size and missing antisymmetry

Oddness matters already at n = 2. Let g_0 = σ_x and g_1 = σ_y, with A_01 = a ≠ 0 and A_10 = −a. Then

H = 2a σ_x σ_y = 2ia σ_z,

which anticommutes with every combination u_0 σ_x + u_1 σ_y. Since H is invertible, no nonzero mode can also commute with it. This agrees with the determinant criterion, because det A = a² ≠ 0. Even size does not exclude zero modes altogether: they appear whenever A is singular.

Antisymmetry plays a different role. The symmetric part of A contributes only a multiple of the identity to H, so it does not disturb commutation, but it can change the determinant. For n = 1 and A = (1), the quadratic form is H = 1 and g_0 commutes with it, although det A = 1. Without antisymmetry the determinant criterion thus fails, while a commuting mode for odd n can still be found from the antisymmetric part of A. These variations on the hypotheses are argued here in prose and are not theorems of the file.

```lean
#print axioms UnpairedMajorana.unpaired_zero_mode
#print axioms UnpairedMajorana.exists_zero_mode_iff
#print axioms UnpairedMajorana.three_site_zero_mode
```

```
'UnpairedMajorana.unpaired_zero_mode' depends on axioms: [propext, Classical.choice, Quot.sound]
'UnpairedMajorana.exists_zero_mode_iff' depends on axioms: [propext, Classical.choice, Quot.sound]
'UnpairedMajorana.three_site_zero_mode' depends on axioms: [propext, Classical.choice, Quot.sound]
```
